# Freeze-and-thaw cycles converge for a strictly convex quadratic energy of two amplitudes

## Two subsystems, one amplitude each

Let the real numbers $x$ and $y$ measure how far the densities of two subsystems are displaced, each along one fixed shape. The total energy is

$$E(x,y)=\tfrac a2x^2+\tfrac b2y^2+c\,xy-p\,x-q\,y .$$

The stiffnesses $a,b>0$ are the energy curvatures of each subsystem with its partner held fixed. The coupling $c$ stands for the interaction between the two displacements, and $p,q$ are the forces at zero displacement.

In frozen-density embedding, one subsystem is relaxed in the field of a frozen partner. The partner may simply stay frozen; in the freeze-and-thaw procedure the roles are then exchanged, and the exchange is repeated. Here a cycle relaxes $x$ at frozen $y$, then $y$ at the new $x$:

$$X(y)=\frac{p-cy}{a},\qquad Y(x)=\frac{q-cx}{b},\qquad (x,y)\mapsto\bigl(X(y),\,Y(X(y))\bigr).$$

The old $x$ is discarded, so only the starting value of $y$ matters. These formulas solve $\partial E/\partial x=0$ and $\partial E/\partial y=0$ respectively. Completing the square gives

$$E(x,y)-E(X(y),y)=\tfrac a2\,(x-X(y))^2,$$

and likewise for $y$, so each half-step finds the strict minimum at the frozen partner.

## The joint minimum

Assume $c^2<ab$. Physically, the coupling is weak enough that every joint displacement from equilibrium costs energy. The stationarity equations

$$ax^*+cy^*=p,\qquad cx^*+by^*=q$$

have the solution

$$x^*=\frac{bp-cq}{ab-c^2},\qquad y^*=\frac{aq-cp}{ab-c^2}.$$

Write $u=x-x^*$ and $v=y-y^*$. The terms linear in $u$ and $v$ cancel by stationarity, leaving

$$E(x,y)=E(x^*,y^*)+Q,\qquad Q=\tfrac a2u^2+\tfrac b2v^2+c\,uv,$$

$$2aQ=(au+cv)^2+(ab-c^2)v^2 .$$

If $v\neq0$, the last term is positive. If $v=0$ and $u\ne0$, the first is $a^2u^2>0$. Hence $(x^*,y^*)$ is the unique global minimiser.

## The error after each cycle

Substituting $p=ax^*+cy^*$ into $X(y)$, and $q=cx^*+by^*$ into $Y(x)$, gives

$$X(y)-x^*=-\frac ca\,(y-y^*),\qquad Y(x)-y^*=-\frac cb\,(x-x^*).$$

One cycle therefore multiplies the error in $y$ by $r=c^2/(ab)$. Let $(x_n,y_n)$ be the pair after $n$ cycles, with errors $u_n,v_n$. By induction,

$$v_n=r^n v_0,\qquad u_{n+1}=-\frac ca\,v_n .$$

Since $0\le r<1$, both errors tend to zero.

From the first cycle on, $u$ also shrinks by $r$ per cycle, so the quadratic excess $Q$ shrinks by $r^2$. The first cycle itself may behave differently, because the initial $x$ is arbitrary.

If instead $c^2>ab$, the stationary point $(x^*,y^*)$ is a saddle and the energy has no minimum. Then $r>1$, and $|v_n|=r^n|v_0|$ grows without bound whenever $v_0\neq0$. Each half-step still minimises the total energy over its own amplitude with the partner frozen, so success of the individual relaxations does not ensure convergence of the cycle.

At the limit $c=0$ the subsystems are independent, $r=0$, and one cycle reaches the minimum exactly.

## The loop in an embedding code

In a program, each half-step corresponds to a converged subsystem calculation in the embedding potential of the frozen partner. The loop is often stopped when the change between cycles is small. In this two-amplitude model with $c^2<ab$, the remaining error is

$$v_{n+1}=-\frac{r}{1-r}\,(y_{n+1}-y_n).$$

At $r=0.9$ it is nine times the last change in magnitude, so a small change need not mean a small error.

## The statement in Lean

A `Model` holds the five real parameters without sign conditions; these enter as hypotheses of the theorems. `relaxX`, `relaxY` and `cycle` are the maps above, `xStar` and `yStar` are the stationary amplitudes, and `ratio` is $r$. A pair `z` has components `z.1` $=x$ and `z.2` $=y$, and `M.cycle^[n] z` is the result of $n$ cycles.

The main theorem, `freeze_and_thaw_converges`, assumes $a,b>0$ and $c^2<ab$. Its three parts are the strict inequality $E(x^*,y^*)<E(x,y)$ at every other pair, the exact error factor for one cycle, and convergence of the pair from every start. `Tendsto … atTop (𝓝 …)` expresses the limit $n\to\infty$.

For electronic structure this gives an exact convergence rate for freeze-and-thaw, restricted to a quadratic energy with one unconstrained amplitude per subsystem. No density functional, orbital or electron-number constraint appears, and each relaxation is exact. The borderline $c^2=ab$ is not treated.

```lean
import Mathlib

open Filter Topology

namespace FrozenDensityEmbedding

noncomputable section

/-- Parameters of a quadratic two-subsystem energy: stiffnesses `a`, `b`, coupling `c`,
and linear driving terms `p`, `q`. -/
structure Model where
  a : ℝ
  b : ℝ
  c : ℝ
  p : ℝ
  q : ℝ

/-- The total energy as a function of the two subsystem amplitudes. -/
def Model.energy (M : Model) (x y : ℝ) : ℝ :=
  M.a * x ^ 2 / 2 + M.b * y ^ 2 / 2 + M.c * x * y - M.p * x - M.q * y

/-- The relaxed first subsystem when the second is frozen at `y`. -/
def Model.relaxX (M : Model) (y : ℝ) : ℝ := (M.p - M.c * y) / M.a

/-- The relaxed second subsystem when the first is frozen at `x`. -/
def Model.relaxY (M : Model) (x : ℝ) : ℝ := (M.q - M.c * x) / M.b

/-- One freeze-and-thaw cycle: relax the first subsystem, then the second. -/
def Model.cycle (M : Model) (z : ℝ × ℝ) : ℝ × ℝ :=
  (M.relaxX z.2, M.relaxY (M.relaxX z.2))

/-- First amplitude of the joint stationary point. -/
def Model.xStar (M : Model) : ℝ := (M.b * M.p - M.c * M.q) / (M.a * M.b - M.c ^ 2)

/-- Second amplitude of the joint stationary point. -/
def Model.yStar (M : Model) : ℝ := (M.a * M.q - M.c * M.p) / (M.a * M.b - M.c ^ 2)

/-- The factor `c² / (a b)`. -/
def Model.ratio (M : Model) : ℝ := M.c ^ 2 / (M.a * M.b)

/-- With the partner frozen, the relaxed amplitude of either subsystem is the strict minimiser
of the total energy. -/
theorem relax_minimises (M : Model) (ha : 0 < M.a) (hb : 0 < M.b) :
    (∀ x y, x ≠ M.relaxX y → M.energy (M.relaxX y) y < M.energy x y) ∧
    (∀ x y, y ≠ M.relaxY x → M.energy x (M.relaxY x) < M.energy x y) := by
  constructor
  · intro x y hne
    have h : M.a * M.relaxX y = M.p - M.c * y := mul_div_cancel₀ _ ha.ne'
    have hs : x - M.relaxX y ≠ 0 := sub_ne_zero.2 hne
    have hpos : 0 < M.a / 2 * (x - M.relaxX y) ^ 2 := by positivity
    -- the energy difference is a perfect square
    have e : M.energy x y - M.energy (M.relaxX y) y = M.a / 2 * (x - M.relaxX y) ^ 2 := by
      unfold Model.energy
      linear_combination (x - M.relaxX y) * h
    linarith
  · intro x y hne
    have h : M.b * M.relaxY x = M.q - M.c * x := mul_div_cancel₀ _ hb.ne'
    have hs : y - M.relaxY x ≠ 0 := sub_ne_zero.2 hne
    have hpos : 0 < M.b / 2 * (y - M.relaxY x) ^ 2 := by positivity
    have e : M.energy x y - M.energy x (M.relaxY x) = M.b / 2 * (y - M.relaxY x) ^ 2 := by
      unfold Model.energy
      linear_combination (y - M.relaxY x) * h
    linarith

/-- The joint stationary point solves the two coupled subsystem equations. -/
theorem stationary (M : Model) (hD : M.a * M.b - M.c ^ 2 ≠ 0) :
    M.a * M.xStar + M.c * M.yStar = M.p ∧ M.c * M.xStar + M.b * M.yStar = M.q := by
  unfold Model.xStar Model.yStar
  constructor
  · rw [← mul_div_assoc, ← mul_div_assoc, ← add_div, div_eq_iff hD]
    ring
  · rw [← mul_div_assoc, ← mul_div_assoc, ← add_div, div_eq_iff hD]
    ring

/-- Exact expansion of the energy about the joint stationary point. -/
theorem energy_expansion (M : Model) (hD : M.a * M.b - M.c ^ 2 ≠ 0) (x y : ℝ) :
    M.energy x y = M.energy M.xStar M.yStar + (M.a / 2 * (x - M.xStar) ^ 2
      + M.b / 2 * (y - M.yStar) ^ 2 + M.c * (x - M.xStar) * (y - M.yStar)) := by
  obtain ⟨h1, h2⟩ := stationary M hD
  unfold Model.energy
  linear_combination (x - M.xStar) * h1 + (y - M.yStar) * h2

/-- Relaxing one subsystem turns the error of its frozen partner into its own error, with factor
`-c/a` for the first subsystem and `-c/b` for the second. -/
theorem relax_error (M : Model) (ha : M.a ≠ 0) (hb : M.b ≠ 0)
    (hD : M.a * M.b - M.c ^ 2 ≠ 0) :
    (∀ y, M.relaxX y - M.xStar = -(M.c / M.a) * (y - M.yStar)) ∧
    (∀ x, M.relaxY x - M.yStar = -(M.c / M.b) * (x - M.xStar)) := by
  obtain ⟨h1, h2⟩ := stationary M hD
  constructor
  · intro y
    unfold Model.relaxX
    rw [← h1]
    field_simp
    ring
  · intro x
    unfold Model.relaxY
    rw [← h2]
    field_simp
    ring

/-- After `n` cycles the error in the second subsystem is the initial error times
`(c² / (a b)) ^ n`. -/
theorem error_after_cycles (M : Model) (ha : M.a ≠ 0) (hb : M.b ≠ 0)
    (hD : M.a * M.b - M.c ^ 2 ≠ 0) (z : ℝ × ℝ) (n : ℕ) :
    (M.cycle^[n] z).2 - M.yStar = M.ratio ^ n * (z.2 - M.yStar) := by
  obtain ⟨hx, hy⟩ := relax_error M ha hb hD
  induction n with
  | zero => simp
  | succ n ih =>
    rw [Function.iterate_succ_apply']
    change M.relaxY (M.relaxX (M.cycle^[n] z).2) - M.yStar = _
    rw [hy, hx, ih]
    unfold Model.ratio
    ring

/-- For `a, b > 0` and `c² < a b`, the stationary point is the unique global minimiser, each
freeze-and-thaw cycle multiplies the error in `y` by `c² / (a b)`, and the cycles converge to
the minimiser from every starting point. -/
theorem freeze_and_thaw_converges (M : Model) (ha : 0 < M.a) (hb : 0 < M.b)
    (hc : M.c ^ 2 < M.a * M.b) :
    (∀ x y, (x, y) ≠ (M.xStar, M.yStar) → M.energy M.xStar M.yStar < M.energy x y) ∧
    (∀ z, (M.cycle z).2 - M.yStar = M.c ^ 2 / (M.a * M.b) * (z.2 - M.yStar)) ∧
    (∀ z, Tendsto (fun n => M.cycle^[n] z) atTop (𝓝 (M.xStar, M.yStar))) := by
  have hD := sub_pos.2 hc
  refine ⟨fun x y hne => ?_, fun z => ?_, fun z => ?_⟩
  · rw [energy_expansion M hD.ne' x y]
    -- complete the square in the first error
    have key : 0 < (M.a * (x - M.xStar) + M.c * (y - M.yStar)) ^ 2
        + (M.a * M.b - M.c ^ 2) * (y - M.yStar) ^ 2 := by
      by_cases hv : y - M.yStar = 0
      · have hu : x - M.xStar ≠ 0 := fun hu =>
          hne (Prod.ext (sub_eq_zero.1 hu) (sub_eq_zero.1 hv))
        have h : 0 < (M.a * (x - M.xStar)) ^ 2 := by positivity
        rw [hv]
        linarith
      · exact add_pos_of_nonneg_of_pos (sq_nonneg _) (mul_pos hD (by positivity))
    have hQ := (mul_pos_iff_of_pos_left (by positivity : 0 < 2 * M.a)).1
      (show 0 < 2 * M.a * (M.a / 2 * (x - M.xStar) ^ 2 + M.b / 2 * (y - M.yStar) ^ 2
        + M.c * (x - M.xStar) * (y - M.yStar)) by linarith)
    linarith
  · simpa [Model.ratio] using error_after_cycles M ha.ne' hb.ne' hD.ne' z 1
  · have hr0 : 0 ≤ M.ratio := by unfold Model.ratio; positivity
    have hr1 : M.ratio < 1 := (div_lt_one (mul_pos ha hb)).2 hc
    -- the second subsystem converges geometrically
    have hy : Tendsto (fun n => (M.cycle^[n] z).2) atTop (𝓝 M.yStar) := by
      have h := ((tendsto_pow_atTop_nhds_zero_of_lt_one hr0 hr1).mul_const
        (z.2 - M.yStar)).add_const M.yStar
      simp only [zero_mul, zero_add] at h
      refine h.congr (fun n => ?_)
      linarith [error_after_cycles M ha.ne' hb.ne' hD.ne' z n]
    -- the first subsystem follows its partner
    have hx : Tendsto (fun n => (M.cycle^[n + 1] z).1) atTop (𝓝 M.xStar) := by
      have h := ((hy.sub_const M.yStar).const_mul (-(M.c / M.a))).add_const M.xStar
      simp only [sub_self, mul_zero, zero_add] at h
      refine h.congr (fun n => ?_)
      rw [Function.iterate_succ_apply']
      change _ = M.relaxX (M.cycle^[n] z).2
      linarith [(relax_error M ha.ne' hb.ne' hD.ne').1 (M.cycle^[n] z).2]
    have hx' := (tendsto_add_atTop_iff_nat (f := fun n => (M.cycle^[n] z).1) 1).1 hx
    exact hx'.prodMk_nhds hy

/-- From the first cycle on, each further cycle multiplies the energy excess over the
stationary value by `(c² / (a b))²`. -/
theorem energy_excess_cycle (M : Model) (ha : M.a ≠ 0) (hb : M.b ≠ 0)
    (hD : M.a * M.b - M.c ^ 2 ≠ 0) (z : ℝ × ℝ) :
    M.energy (M.cycle (M.cycle z)).1 (M.cycle (M.cycle z)).2 - M.energy M.xStar M.yStar
      = M.ratio ^ 2 *
        (M.energy (M.cycle z).1 (M.cycle z).2 - M.energy M.xStar M.yStar) := by
  have hcyc : ∀ w, (M.cycle w).2 - M.yStar = M.ratio * (w.2 - M.yStar) := fun w => by
    simpa using error_after_cycles M ha hb hD w 1
  have hx := (relax_error M ha hb hD).1
  -- both errors shrink by the same factor
  have e1 : (M.cycle (M.cycle z)).1 - M.xStar = M.ratio * ((M.cycle z).1 - M.xStar) := by
    change M.relaxX (M.cycle z).2 - M.xStar = M.ratio * (M.relaxX z.2 - M.xStar)
    rw [hx (M.cycle z).2, hx z.2, hcyc z]
    ring
  rw [energy_expansion M hD (M.cycle (M.cycle z)).1 (M.cycle (M.cycle z)).2,
    energy_expansion M hD (M.cycle z).1 (M.cycle z).2, e1, hcyc (M.cycle z)]
  ring

/-- If `a, b > 0` but `c² > a b`, the error in `y` grows without bound from every start
with `y` off its stationary value. -/
theorem freeze_and_thaw_diverges (M : Model) (ha : 0 < M.a) (hb : 0 < M.b)
    (hc : M.a * M.b < M.c ^ 2) (z : ℝ × ℝ) (hz : z.2 ≠ M.yStar) :
    Tendsto (fun n => |(M.cycle^[n] z).2 - M.yStar|) atTop atTop := by
  have hr : 1 < M.ratio := (one_lt_div (mul_pos ha hb)).2 hc
  have h := (tendsto_pow_atTop_atTop_of_one_lt hr).atTop_mul_const
    (abs_pos.2 (sub_ne_zero.2 hz))
  refine h.congr (fun n => ?_)
  rw [error_after_cycles M ha.ne' hb.ne' (sub_neg.2 hc).ne z n, abs_mul,
    abs_of_pos (pow_pos (zero_lt_one.trans hr) n)]

end

end FrozenDensityEmbedding
```

```lean
#print axioms FrozenDensityEmbedding.relax_minimises
#print axioms FrozenDensityEmbedding.freeze_and_thaw_converges
#print axioms FrozenDensityEmbedding.energy_excess_cycle
#print axioms FrozenDensityEmbedding.freeze_and_thaw_diverges
```

```
'FrozenDensityEmbedding.relax_minimises' depends on axioms: [propext, Classical.choice, Quot.sound]
'FrozenDensityEmbedding.freeze_and_thaw_converges' depends on axioms: [propext, Classical.choice, Quot.sound]
'FrozenDensityEmbedding.energy_excess_cycle' depends on axioms: [propext, Classical.choice, Quot.sound]
'FrozenDensityEmbedding.freeze_and_thaw_diverges' depends on axioms: [propext, Classical.choice, Quot.sound]
```

## How the proof follows the algebra

`relax_minimises` establishes that the two update formulas really are energy minimisations. It proves the perfect-square identity with `linear_combination`, using the relaxation equation multiplied by the displacement.

`stationary` checks the two coupled equations by clearing the common denominator. `energy_expansion` then multiplies them by $u$ and $v$ and adds them, which is the cancellation of the linear terms. `relax_error` replaces $p$ and $q$ through the same equations to obtain the factors $-c/a$ and $-c/b$.

`error_after_cycles` is the induction: `Function.iterate_succ_apply'` separates off the last cycle, and the two half-step factors combine into one more power of $r$.

In the main theorem, `key` is the positivity of $2aQ$, with the same split on $v=0$; division by $2a>0$ gives $Q>0$. The error factor is the case $n=1$ of the induction result. Convergence of $y$ comes from $r^n\to0$. For $x$, the proof first treats the sequence starting at $n+1$, where $x$ is determined by the previous $y$, and then removes the shift.

`energy_excess_cycle` shows that both errors scale by $r$ after the first cycle and inserts this into the expansion. `freeze_and_thaw_diverges` uses the same geometric law with $r>1$.
